# For a > 0 and s ≥ 0, the gradient damping g(s) = 1 − exp(−a/√s), with g(0) = 1, is positive and at most one

The gradient damping is a real function of a variable s with a parameter a, equal to 1 − exp(−a/√s) away from s = 0 and set to one at s = 0. The theorem `damping_bounds` states that for a > 0 and s ≥ 0 its value is strictly positive and no greater than one, so that as a factor it never changes a sign or increases a magnitude. The proof unfolds the definition and splits on whether s is zero, where the bounds are plain arithmetic. For s ≠ 0 it shows that a/√s is positive, deduces that the exponential is less than one, and combines this with the positivity of the exponential to get both bounds.

As first written in Lean, the proof fails:

```lean
import Mathlib

open Filter Topology

namespace ScanExchange

noncomputable section

/-- The gradient damping `g(s) = 1 - exp(-a / √s)`, with the value one at `s = 0`. -/
def damping (a s : ℝ) : ℝ :=
  if s = 0 then 1 else 1 - Real.exp (-(a / √s))

/-- For `a > 0` and `s ≥ 0` the gradient damping satisfies `0 < g(s) ≤ 1`. -/
theorem damping_bounds {a s : ℝ} (ha : 0 < a) (hs : 0 ≤ s) :
    0 < damping a s ∧ damping a s ≤ 1 := by
  unfold damping
  split_ifs with h
  · norm_num
  · have h0 : 0 < a / √s :=
      div_pos ha (Real.sqrt_pos.mpr (lt_of_le_of_ne hs (Ne.symm h)))
    have h1 : Real.exp (-(a / √s)) < 1 := Real.exp_lt_one (by linarith)
    constructor <;> linarith [Real.exp_pos (-(a / √s))]

end

end ScanExchange
```

Messages:

```
Main.lean:21:42: error(lean.unknownIdentifier): Unknown constant `Real.exp_lt_one`
```

Diagnosis. The message says that Lean finds no constant called `Real.exp_lt_one` in the Mathlib being used. The step `h1` relied on that name to pass from a negative exponent to an exponential below one. The mathematics of the step is sound; only the reference fails.

The repair uses `Real.exp_lt_one_iff`, which does exist there and states the fact as an equivalence: the exponential of x is less than one exactly when x is negative. Since an equivalence is not itself a function from one side to the other, `.mpr` selects the direction needed, from the negative exponent to the bound on the exponential. What remains to be shown is `-(a / √s) < 0`, which the unchanged `linarith` call obtains from `h0 : 0 < a / √s`. The statement of `h1` and the rest of the proof stay as they were.

The mended proof, as a diff:

```diff
@@ -19,5 +19,5 @@
   · have h0 : 0 < a / √s :=
       div_pos ha (Real.sqrt_pos.mpr (lt_of_le_of_ne hs (Ne.symm h)))
-    have h1 : Real.exp (-(a / √s)) < 1 := Real.exp_lt_one (by linarith)
+    have h1 : Real.exp (-(a / √s)) < 1 := Real.exp_lt_one_iff.mpr (by linarith)
     constructor <;> linarith [Real.exp_pos (-(a / √s))]
 
```
